# A finite transition-state bound: under a permutation preserving nonnegative weights, the reactive weight from A to B is at most the weight leaving any set that separates them

Phase space is taken here to be a finite set $X$, and one time step of the dynamics is a permutation $T$ of $X$. The motion is therefore deterministic and reversible in the sense that every state has exactly one predecessor. A dividing surface becomes a set $S\subseteq X$ that contains the reactant set $A$ and has no point in common with the product set $B$. The flux through the surface becomes the total weight of the points that leave $S$ in one step.

Each state $x$ carries a real weight $\mu(x)$ with $\mu(Tx)=\mu(x)$. This condition stands for a stationary equilibrium density: a permutation preserves the number of states, as Liouville's theorem preserves phase volume, and a density that depends only on conserved quantities is constant along each trajectory.

```lean
import Mathlib

open Finset

namespace TransitionStateBound

variable {X : Type*} [Fintype X]
```

The first line loads the mathematical library Mathlib. The last line declares $X$ as an arbitrary type, whose elements are the states, and `[Fintype X]` says that there are finitely many of them.

## Reactive points and exits

```lean
/-- The trajectory of `x` starts in `A` and reaches `B` before returning to `A`. -/
def IsReactive (T : Equiv.Perm X) (A B : Finset X) (x : X) : Prop :=
  x ∈ A ∧ ∃ n, 0 < n ∧ (⇑T)^[n] x ∈ B ∧ ∀ k, 0 < k → k < n → (⇑T)^[k] x ∉ A
```

`Equiv.Perm X` is the type of permutations of $X$, `Finset X` is the type of its finite subsets, and `(⇑T)^[n] x` is $T^n x$. A definition with values in `Prop` is a statement about its arguments. This one says that $x$ is reactive if $x\in A$ and there is an $n>0$ with
$$T^n x\in B,\qquad T^k x\notin A\ \text{ for } 0<k<n .$$
A passage from $A$ to $B$ is thus counted once, at the last point in $A$ before $B$ is reached.

```lean
/-- The trajectory of `x` stays in `S` up to the point `y`, and the next step leaves `S`. -/
def IsFirstExit (T : Equiv.Perm X) (S : Finset X) (x y : X) : Prop :=
  ∃ m, (⇑T)^[m] x = y ∧ (∀ k, k ≤ m → (⇑T)^[k] x ∈ S) ∧ T y ∉ S
```

The point $y$ is the first exit of $x$ from $S$ if, for some $m\ge 0$, $y=T^m x$, all of $x,Tx,\dots,T^m x$ lie in $S$, and $Ty\notin S$. The exit point is the last point inside, not the first one outside. For $m=0$ it is $x$ itself.

```lean
open scoped Classical in
/-- The set of reactive starting points in `A`. -/
noncomputable def reactiveSet (T : Equiv.Perm X) (A B : Finset X) : Finset X :=
  univ.filter (fun x => IsReactive T A B x)
```

This collects the reactive points into a set, written $R$ below. `univ.filter` selects from all of $X$ the points with the stated property.

```lean
open scoped Classical in
/-- The points of `S` that leave `S` in one step. -/
noncomputable def exitSet (T : Equiv.Perm X) (S : Finset X) : Finset X :=
  univ.filter (fun y => y ∈ S ∧ T y ∉ S)
```

The exit set is $E=\{y\in S: Ty\notin S\}$. Its weight $\sum_{y\in E}\mu(y)$ is the discrete one-way flux out of $S$.

```lean
open scoped Classical in
/-- The exit points of `S` that are not the first exit of any reactive trajectory. -/
noncomputable def nonreactiveExits (T : Equiv.Perm X) (A B S : Finset X) : Finset X :=
  (exitSet T S).filter (fun y => ¬ ∃ x ∈ reactiveSet T A B, IsFirstExit T S x y)
```

The set $N\subseteq E$ contains the exit points that are not the first exit of any reactive point. Despite the name `nonreactiveExits`, such a point may lie on a reactive trajectory, as its second or a later exit from $S$. Others belong to excursions that return to $A$ before reaching $B$, or that never started in $A$.

## Each reactive trajectory has its own first exit

```lean
omit [Fintype X] in
/-- The weight is constant along a trajectory. -/
theorem weight_iterate (T : Equiv.Perm X) (μ : X → ℝ) (hμ : ∀ x, μ (T x) = μ x)
    (n : ℕ) (x : X) : μ ((⇑T)^[n] x) = μ x := by
  induction n with
  | zero => rfl
  | succ n ih => rw [Function.iterate_succ_apply', hμ, ih]
```

The hypothesis `hμ` gives $\mu(Tx)=\mu(x)$ for one step, and induction on $n$ gives $\mu(T^n x)=\mu(x)$. The two branches of the Lean proof are the case $n=0$ and the step from $n$ to $n+1$.

```lean
omit [Fintype X] in
/-- Every reactive trajectory has a first exit from `S`. -/
theorem exists_firstExit (T : Equiv.Perm X) {A B S : Finset X} (hA : A ⊆ S)
    (hB : Disjoint S B) {x : X} (hx : IsReactive T A B x) :
    ∃ y, IsFirstExit T S x y := by
  classical
  obtain ⟨hxA, n, -, hnB, -⟩ := hx
  have hex : ∃ j, (⇑T)^[j] x ∉ S :=
    ⟨n, fun h => Finset.disjoint_left.1 hB h hnB⟩
  -- the earliest time outside `S` is positive, since the start lies in `A`
  have hspec := Nat.find_spec hex
  have hmin : ∀ k, k < Nat.find hex → (⇑T)^[k] x ∈ S :=
    fun k hk => not_not.1 (Nat.find_min hex hk)
  generalize Nat.find hex = j at hspec hmin
  cases j with
  | zero => exact absurd (hA hxA) hspec
  | succ m =>
    refine ⟨(⇑T)^[m] x, m, rfl, fun k hk => hmin k (by omega), ?_⟩
    rwa [Function.iterate_succ_apply'] at hspec
```

Let $x$ be reactive, with $T^n x\in B$. Since $S$ and $B$ are disjoint, $T^n x\notin S$, so the trajectory is outside $S$ at some time. Let $j$ be the earliest such time. It is not $0$, because $x\in A\subseteq S$. Hence $j=m+1$, and $y=T^m x$ is a first exit: all points up to time $m$ are in $S$, and the next one is not.

In Lean, `Nat.find` supplies the earliest time, and `cases j` separates the impossible case $j=0$ from $j=m+1$. The tactic `omega` settles inequalities between integers.

```lean
omit [Fintype X] in
/-- A trajectory has at most one first exit point. -/
theorem firstExit_unique (T : Equiv.Perm X) {S : Finset X} {x y z : X}
    (hy : IsFirstExit T S x y) (hz : IsFirstExit T S x z) : y = z := by
  obtain ⟨m, rfl, hm, hmS⟩ := hy
  obtain ⟨l, rfl, hl, hlS⟩ := hz
  rw [← Function.iterate_succ_apply' (⇑T)] at hmS hlS
  rcases lt_trichotomy m l with h | h | h
  · exact absurd (hl (m + 1) h) hmS
  · rw [h]
  · exact absurd (hm (l + 1) h) hlS
```

Suppose that $T^m x$ and $T^l x$ are both first exits of $x$. If $m<l$, the first exit property at $m$ gives $T^{m+1}x\notin S$, while the one at $l$ gives $T^{m+1}x\in S$, because $m+1\le l$. The case $l<m$ is the same with the roles exchanged. So $m=l$ and the exit points agree. The three cases of `lt_trichotomy` are these.

```lean
omit [Fintype X] in
/-- Two reactive trajectories with the same first exit point have the same starting point. -/
theorem firstExit_injective (T : Equiv.Perm X) {A B S : Finset X} (hB : Disjoint S B)
    {x z y : X} (hx : IsReactive T A B x) (hz : IsReactive T A B z)
    (hxy : IsFirstExit T S x y) (hzy : IsFirstExit T S z y) : x = z := by
  -- the trajectory with the longer stay in `S` would pass through the other start
  have key : ∀ (u v : X) (m l : ℕ), u ∈ A → IsReactive T A B v → m ≤ l →
      (∀ k, k ≤ l → (⇑T)^[k] v ∈ S) → (⇑T)^[m] u = (⇑T)^[l] v → u = v := by
    intro u v m l hu hv hml hS he
    obtain ⟨d, rfl⟩ := Nat.exists_eq_add_of_le hml
    rw [Function.iterate_add_apply] at he
    have hud : u = (⇑T)^[d] v := T.injective.iterate m he
    obtain ⟨-, n, -, hnB, hret⟩ := hv
    have hn : m + d < n := by
      by_contra h
      exact Finset.disjoint_left.1 hB (hS n (by omega)) hnB
    rcases Nat.eq_zero_or_pos d with h0 | hpos
    · subst h0
      exact hud
    · exact absurd (hud ▸ hu) (hret d hpos (by omega))
  obtain ⟨m, hm, hmS, -⟩ := hxy
  obtain ⟨l, hl, hlS, -⟩ := hzy
  rcases le_total m l with h | h
  · exact key x z m l hx.1 hz h hlS (hm.trans hl.symm)
  · exact (key z x l m hz.1 hx h hmS (hl.trans hm.symm)).symm
```

This is where the condition of no return to $A$ is used. Let $u$ and $v$ be reactive points with the same first exit, $T^m u=T^l v$, named so that $m\le l$. Write $l=m+d$. Then
$$T^m u=T^m(T^d v),\qquad\text{so}\qquad u=T^d v,$$
because $T^m$ is injective. The trajectory of $v$ stays in $S$ up to time $m+d$, so the time $n$ at which it reaches $B$ satisfies $n>m+d\ge d$. If $d>0$, then $T^d v=u\in A$ is a return to $A$ before $B$, which contradicts the reactivity of $v$. Hence $d=0$ and $u=v$.

The Lean proof states this argument as the auxiliary claim `key` and applies it twice, once for each ordering of $m$ and $l$.

## The exit weight splits into a reactive part and an excess

```lean
/-- The exit weight of `S` is the reactive weight plus the weight of the exit points that are
not the first exit of a reactive trajectory. -/
theorem exit_weight_eq (T : Equiv.Perm X) (μ : X → ℝ) (hμ : ∀ x, μ (T x) = μ x)
    {A B S : Finset X} (hA : A ⊆ S) (hB : Disjoint S B) :
    ∑ y ∈ exitSet T S, μ y =
      ∑ x ∈ reactiveSet T A B, μ x + ∑ y ∈ nonreactiveExits T A B S, μ y := by
  classical
  have hr : ∀ x, x ∈ reactiveSet T A B → IsReactive T A B x :=
    fun x hx => (Finset.mem_filter.1 hx).2
  choose e he using fun x hx => exists_firstExit T hA hB (hr x hx)
  -- the first-exit map carries the reactive weight onto part of the exit set
  have h : ∑ x ∈ reactiveSet T A B, μ x =
      ∑ y ∈ (exitSet T S).filter
        (fun y => ∃ x ∈ reactiveSet T A B, IsFirstExit T S x y), μ y := by
    refine Finset.sum_bij e ?_ ?_ ?_ ?_
    · intro x hx
      obtain ⟨m, hm, hS, hout⟩ := he x hx
      exact Finset.mem_filter.2 ⟨Finset.mem_filter.2
        ⟨Finset.mem_univ _, hm ▸ hS m le_rfl, hout⟩, x, hx, he x hx⟩
    · intro x hx z hz hxz
      exact firstExit_injective T hB (hr x hx) (hr z hz) (he x hx) (hxz ▸ he z hz)
    · intro y hy
      obtain ⟨x, hx, hxy⟩ := (Finset.mem_filter.1 hy).2
      exact ⟨x, hx, firstExit_unique T (he x hx) hxy⟩
    · intro x hx
      obtain ⟨m, hm, -, -⟩ := he x hx
      rw [← hm, weight_iterate T μ hμ]
  rw [h, nonreactiveExits]
  exact (Finset.sum_filter_add_sum_filter_not _ _ _).symm
```

In ordinary notation the theorem reads
$$\sum_{y\in E}\mu(y)=\sum_{x\in R}\mu(x)+\sum_{y\in N}\mu(y).$$
The hypotheses are the invariance of $\mu$, $A\subseteq S$ and $S\cap B=\emptyset$. The weights may have either sign.

Let $e(x)$ be the first exit of $x\in R$. The preceding results show that $e$ is well defined and injective, and its image is $E\setminus N$ by the definition of $N$. Since $e(x)=T^m x$ for some $m$, also $\mu(e(x))=\mu(x)$. Therefore
$$\sum_{x\in R}\mu(x)=\sum_{y\in E\setminus N}\mu(y),$$
and adding the sum over $N$ gives the identity.

In Lean, `choose` turns "every reactive point has a first exit" into the map `e`. The lemma `Finset.sum_bij` then asks for four things, which the four bullets prove in order: $e$ lands in the target set, it is injective, it reaches every target point, and it preserves the weight.

```lean
/-- Transition-state bound: the weight of the points of `A` that reach `B` before returning
to `A` is at most the weight that leaves `S` in one step. -/
theorem reactive_weight_le_exit_weight (T : Equiv.Perm X) (μ : X → ℝ)
    (hμ : ∀ x, μ (T x) = μ x) (h0 : ∀ x, 0 ≤ μ x)
    {A B S : Finset X} (hA : A ⊆ S) (hB : Disjoint S B) :
    ∑ x ∈ reactiveSet T A B, μ x ≤ ∑ y ∈ exitSet T S, μ y := by
  rw [exit_weight_eq T μ hμ hA hB]
  exact le_add_of_nonneg_right (Finset.sum_nonneg fun y _ => h0 y)
```

With the further hypothesis `h0`, $\mu(x)\ge 0$ for all $x$, the sum over $N$ is nonnegative, and
$$\sum_{x\in R}\mu(x)\le\sum_{y\in E}\mu(y).$$
For this finite, deterministic model, the bound supports the variational use of transition-state theory in simulation: among admissible sets $S$, a smaller exit weight is a tighter upper estimate of the reactive weight.

The theorem compares weights and contains no rate constant, which would also need a time step and a reactant population. Continuous phase space, with its flux integral over a surface, and stochastic dynamics such as Langevin motion are not covered.

The smallest case with a reaction has two states that $T$ exchanges, with $A=S=\{0\}$ and $B=\{1\}$. The state $0$ is both the only reactive point and the only exit point, so both sides equal $\mu(0)$.

```lean
/-- The bound is an equality exactly when every exit point of positive weight is the first
exit of a reactive trajectory. -/
theorem reactive_weight_eq_iff (T : Equiv.Perm X) (μ : X → ℝ)
    (hμ : ∀ x, μ (T x) = μ x) (h0 : ∀ x, 0 ≤ μ x)
    {A B S : Finset X} (hA : A ⊆ S) (hB : Disjoint S B) :
    ∑ x ∈ reactiveSet T A B, μ x = ∑ y ∈ exitSet T S, μ y ↔
      ∀ y ∈ exitSet T S, 0 < μ y → ∃ x ∈ reactiveSet T A B, IsFirstExit T S x y := by
  classical
  rw [exit_weight_eq T μ hμ hA hB, left_eq_add,
    Finset.sum_eq_zero_iff_of_nonneg (fun y _ => h0 y)]
  constructor
  · intro h y hy hpos
    by_contra hn
    exact hpos.ne' (h y (Finset.mem_filter.2 ⟨hy, hn⟩))
  · intro h y hy
    obtain ⟨hyS, hn⟩ := Finset.mem_filter.1 hy
    by_contra hne
    exact hn (h y hyS (lt_of_le_of_ne (h0 y) (Ne.symm hne)))
```

By the identity, equality holds exactly when $\sum_{y\in N}\mu(y)=0$. A sum of nonnegative terms vanishes only if each term does, so every point of $N$ must have weight zero. Equivalently, every exit point of positive weight is the first exit of a reactive point. This is the discrete form of the no-recrossing condition: apart from trajectories of weight zero, whenever a trajectory leaves $S$, it has visited $A$ since it last entered $S$, and it reaches $B$ before it enters $S$ again.

The Lean proof makes the same reduction by rewriting, and then proves the two directions of the equivalence by contradiction.

```lean
/-- The weight leaving `S` in one step equals the weight leaving its complement. -/
theorem flux_balance [DecidableEq X] (T : Equiv.Perm X) (μ : X → ℝ)
    (hμ : ∀ x, μ (T x) = μ x) (S : Finset X) :
    ∑ y ∈ exitSet T S, μ y = ∑ y ∈ exitSet T Sᶜ, μ y := by
  have h := (Equiv.sum_comp T (fun y => if y ∈ S then μ y else 0)).symm
  simp only [hμ] at h
  rw [← sub_eq_zero, ← Finset.sum_sub_distrib] at h
  unfold exitSet
  rw [Finset.sum_filter, Finset.sum_filter, ← sub_eq_zero, ← Finset.sum_sub_distrib]
  refine Eq.trans (Finset.sum_congr rfl ?_) h
  intro y _
  by_cases h1 : y ∈ S <;> by_cases h2 : T y ∈ S <;> simp [h1, h2]
```

The symbol `Sᶜ` is the complement of $S$, whose exit points are the $y\notin S$ with $Ty\in S$. Let $1_S(y)$ be $1$ for $y\in S$ and $0$ otherwise. Since $T$ only reorders the states and preserves $\mu$,
$$\sum_{y}1_S(y)\,\mu(y)=\sum_{y}1_S(Ty)\,\mu(Ty)=\sum_{y}1_S(Ty)\,\mu(y),$$
and so
$$\sum_{y}\bigl[1_S(y)-1_S(Ty)\bigr]\mu(y)=0 .$$
The bracket is $+1$ at an exit from $S$, $-1$ at an exit from the complement, and $0$ elsewhere. The outward and inward fluxes are therefore equal, as expected in a stationary state. `Equiv.sum_comp` performs the reordering, and the two `by_cases` commands check the four combinations of $y$ and $Ty$ being in $S$ or not.

## Two dividing surfaces on a four-state cycle

```lean
/-- On the cycle 0 → 1 → 2 → 3 → 0 with unit weights, `A = {0}` and `B = {3}`, the reactive
weight is 1; the exit weight is 1 for `S = {0}` and 2 for `S = {0, 2}`. -/
theorem four_cycle_example :
    ∑ _x ∈ reactiveSet (Equiv.addRight (1 : Fin 4)) {0} {3}, (1 : ℝ) = 1 ∧
    ∑ _y ∈ exitSet (Equiv.addRight (1 : Fin 4)) {0}, (1 : ℝ) = 1 ∧
    ∑ _y ∈ exitSet (Equiv.addRight (1 : Fin 4)) {0, 2}, (1 : ℝ) = 2 := by
  have h1 : reactiveSet (Equiv.addRight (1 : Fin 4)) {0} {3} = {0} := by
    ext x
    simp only [reactiveSet, Finset.mem_filter, Finset.mem_univ, true_and]
    constructor
    · exact fun h => h.1
    · intro h
      obtain rfl := Finset.mem_singleton.1 h
      refine ⟨h, 3, by norm_num, by decide, ?_⟩
      intro k hk hk3
      interval_cases k <;> decide
  have h2 : exitSet (Equiv.addRight (1 : Fin 4)) {0} = {0} := by
    ext y
    simp only [exitSet, Finset.mem_filter, Finset.mem_univ, true_and]
    revert y
    decide
  have h3 : exitSet (Equiv.addRight (1 : Fin 4)) {0, 2} = {0, 2} := by
    ext y
    simp only [exitSet, Finset.mem_filter, Finset.mem_univ, true_and]
    revert y
    decide
  have h4 : ({0, 2} : Finset (Fin 4)).card = 2 := by decide
  rw [h1, h2, h3]
  refine ⟨by simp, by simp, ?_⟩
  rw [Finset.sum_const, h4]
  norm_num

end TransitionStateBound
```

`Fin 4` is the set $\{0,1,2,3\}$ with addition modulo 4, and `Equiv.addRight 1` is the step $x\mapsto x+1$. With $A=\{0\}$ and $B=\{3\}$, the trajectory $0\to1\to2\to3$ reaches $B$ without returning to $A$, so $R=\{0\}$.

For $S=\{0\}$ the only exit is $0\to1$. For $S=\{0,2\}$ the trajectory leaves at $0\to1$, re-enters at $1\to2$ and leaves again at $2\to3$. Here $N=\{2\}$, and the identity reads $2=1+1$ for the unit weights in the file. With normalised weights $\mu=\tfrac14$, the reactive weight is $\tfrac14$, and the exit weights are $\tfrac14$ and $\tfrac12$. The first surface attains the bound, and the second overcounts by a factor of two through recrossing.

The proof determines the three sets explicitly and then adds up the weights. `interval_cases k` lists the intermediate times $1$ and $2$, and `decide` settles the finite checks by computation.

```lean
#print axioms TransitionStateBound.reactive_weight_le_exit_weight
#print axioms TransitionStateBound.reactive_weight_eq_iff
#print axioms TransitionStateBound.flux_balance
#print axioms TransitionStateBound.four_cycle_example
```

```
'TransitionStateBound.reactive_weight_le_exit_weight' depends on axioms: [propext, Classical.choice, Quot.sound]
'TransitionStateBound.reactive_weight_eq_iff' depends on axioms: [propext, Classical.choice, Quot.sound]
'TransitionStateBound.flux_balance' depends on axioms: [propext, Classical.choice, Quot.sound]
'TransitionStateBound.four_cycle_example' depends on axioms: [propext, Classical.choice, Quot.sound]
```
